# Absolute mass of the N-slice free-particle path weight at complex time z with Re z > 0: (|z|/Re z)^(N/2)

The declaration concerns a free, spinless particle of mass m > 0 on a line, with ħ = 1, at a complex time z with Re z > 0, where real z is imaginary (Euclidean) time. The time is cut into a finite number N of slices of duration z/N, and the path weight is the product of the N kernels (m/(2πz/N))^(1/2) exp(−mξ²/(2z/N)), one for each increment ξ. The claim is that the modulus of this weight, integrated over all N increments, equals the N-th power of √(|z|/Re z). The attempt factorises the integral into N one-slice integrals, evaluates each with the one-kernel result `absMass_eq`, notes that |z|/Re z is the same for z/N as for z, and leaves the product of N equal factors to `simp`.

The failing Lean file:

```lean
import Mathlib

open Filter Topology MeasureTheory
open scoped Real

namespace ComplexTimeKernel

noncomputable section

/-- The free-particle kernel of mass `m` at complex time `z`, in units with `ħ = 1`,
as a function of the displacement `x`. -/
def kernel (m : ℝ) (z : ℂ) (x : ℝ) : ℂ :=
  ((m : ℂ) / (2 * (π : ℂ) * z)) ^ (1 / 2 : ℂ) *
    Complex.exp (-(m : ℂ) * (x : ℂ) ^ 2 / (2 * z))

/-- The absolute mass of the kernel: the integral of its modulus over all displacements. -/
def absMass (m : ℝ) (z : ℂ) : ℝ := ∫ x : ℝ, ‖kernel m z x‖

/-- The principal square root of a complex number squares to that number. -/
theorem half_power_sq (w : ℂ) : (w ^ (1 / 2 : ℂ)) ^ 2 = w := by
  simp

/-- The modulus of the kernel is a factor independent of `x` times `exp (-a * x ^ 2)`, with the real
coefficient `a = m * z.re / (2 * ‖z‖ ^ 2)`. -/
theorem norm_kernel {m : ℝ} (hm : 0 < m) (z : ℂ) (x : ℝ) :
    ‖kernel m z x‖ = √(m / (2 * π * ‖z‖)) *
      Real.exp (-(m * z.re / (2 * ‖z‖ ^ 2)) * x ^ 2) := by
  have hroot (w : ℂ) : ‖w ^ (1 / 2 : ℂ)‖ = √‖w‖ := by
    rw [← Real.sqrt_sq (norm_nonneg (w ^ (1 / 2 : ℂ))), ← norm_pow, half_power_sq]
  have hpre : ‖(m : ℂ) / (2 * (π : ℂ) * z)‖ = m / (2 * π * ‖z‖) := by
    simp [abs_of_pos hm, abs_of_pos Real.pi_pos]
  -- only the real part of the exponent contributes to the modulus
  have hexp : (-(m : ℂ) * (x : ℂ) ^ 2 / (2 * z)).re =
      -(m * z.re / (2 * ‖z‖ ^ 2)) * x ^ 2 := by
    have h : -(m : ℂ) * (x : ℂ) ^ 2 / (2 * z) =
        ((-(m * x ^ 2 / 2) : ℝ) : ℂ) * z⁻¹ := by
      push_cast
      ring
    rw [h, Complex.re_ofReal_mul, Complex.inv_re, Complex.normSq_eq_norm_sq]
    ring
  rw [kernel, norm_mul, hroot, hpre, Complex.norm_exp, hexp]

/-- For positive real part of the complex time, the integral of the modulus of the kernel
is the square root of `|z| / Re z`. -/
theorem absMass_eq {m : ℝ} (hm : 0 < m) {z : ℂ} (hz : 0 < z.re) :
    absMass m z = √(‖z‖ / z.re) := by
  have hn : 0 < ‖z‖ := lt_of_lt_of_le hz (Complex.re_le_norm z)
  unfold absMass
  simp_rw [norm_kernel hm]
  rw [integral_const_mul, integral_gaussian, ← Real.sqrt_mul (by positivity)]
  congr 1
  field_simp

/-- For positive real part of the complex time `z` and `N` time slices of duration `z / N`, the
integral over all increments of the modulus of the path weight is the `N`-th power of the square
root of `|z| / Re z`. -/
theorem sliced_absMass {m : ℝ} (hm : 0 < m) {z : ℂ} (hz : 0 < z.re) (N : ℕ) :
    ∫ ξ : Fin N → ℝ, ‖∏ i, kernel m (z / N) (ξ i)‖ = √(‖z‖ / z.re) ^ N := by
  have hprod := integral_fintype_prod_volume_eq_prod
    (f := fun (_ : Fin N) (x : ℝ) => ‖kernel m (z / N) x‖)
  simp_rw [norm_prod]
  rw [hprod]
  -- the ratio `|z| / Re z` is the same for every slice
  have hslice : ∀ i : Fin N, ∫ x : ℝ, ‖kernel m (z / N) x‖ = √(‖z‖ / z.re) := by
    intro i
    have hN : (0 : ℝ) < N := Nat.cast_pos.2 i.pos
    have hre : 0 < (z / (N : ℂ)).re := by
      rw [Complex.div_natCast_re]
      positivity
    have h := absMass_eq hm hre
    rw [absMass, Complex.div_natCast_re, norm_div, Complex.norm_natCast,
      div_div_div_cancel_right₀ hN.ne'] at h
    exact h
  rw [Finset.prod_congr rfl (fun i _ => hslice i)]
  simp

end

end ComplexTimeKernel
```

Messages:

```
Main.lean:58:74: error: unsolved goals
m : ℝ
hm : 0 < m
z : ℂ
hz : 0 < z.re
N : ℕ
hprod : ∫ (x : Fin N → ℝ), ∏ i, ‖kernel m (z / ↑N) (x i)‖ = ∏ i, ∫ (x : ℝ), ‖kernel m (z / ↑N) x‖
hslice : ∀ (i : Fin N), ∫ (x : ℝ), ‖kernel m (z / ↑N) x‖ = √(‖z‖ / z.re)
⊢ √‖z‖ ^ N / √z.re ^ N = (√‖z‖ / √z.re) ^ N
```

Cause. The message says that a goal is still open when the proof ends. After the last `rw`, what remains is that a product over `Fin N` of the constant `√(‖z‖ / z.re)` equals its `N`-th power. `simp` does evaluate the product, but it also rewrites the constant, splitting the root of the quotient into `√‖z‖ / √z.re`. On the left the product is then split too, into a quotient of two powers; on the right the quotient stays inside one power. The two sides are equal, but `simp` does not bring them to the same form, and it stops there.

The repair replaces `simp` with three named rewrites that leave the root alone. `Finset.prod_const` turns the product into a power whose exponent is the number of elements of the index set, and `Finset.card_univ` and `Fintype.card_fin` reduce that number to `N`. Both sides are then literally the same, and `rw` closes the goal by reflexivity.

This version goes through:

```diff
@@ -72,6 +72,6 @@
       div_div_div_cancel_right₀ hN.ne'] at h
     exact h
-  rw [Finset.prod_congr rfl (fun i _ => hslice i)]
-  simp
+  rw [Finset.prod_congr rfl (fun i _ => hslice i), Finset.prod_const, Finset.card_univ,
+    Fintype.card_fin]
 
 end
```
